# Frozen U and V potentials change a two-orbital bond gap at the initial rate \(Up^2+V(1-p^2)\)

## The bond, its lower projector and the correction potentials

Take two orthonormal orbitals, numbered 0 and 1, with on-site energies \(-D\) and \(D\) and hopping \(-t\), where \(D\) and \(t\) are real:

\[
H=\begin{pmatrix}-D&-t\\-t&D\end{pmatrix},\qquad r=\sqrt{D^2+t^2}>0 .
\]

The gap is the highest level minus the lowest. The matrix \(P\) is the projector onto the lower level, that is, the occupation matrix of one spin channel holding one electron. Its polarity is \(p=P_{00}-P_{11}\).

For an occupation matrix \(n\), the correction energy of one spin channel is

\[
E_{UV}(n)=\frac U2\sum_{i=0}^{1}n_{ii}(1-n_{ii})-V\,n_{01}n_{10}.
\]

Here \(U\) stands for the effective interaction on a site and \(V\) for the one between the two sites. Both are inputs with units of energy. The pair of sites is counted once. The corresponding potential is

\[
v(n)=\begin{pmatrix}U(\tfrac12-n_{00})&-Vn_{01}\\-Vn_{10}&U(\tfrac12-n_{11})\end{pmatrix}.
\]

The corrected Hamiltonian is \(H+s\,v(P)\). The dimensionless number \(s\) scales the correction, with \(s=1\) for full strength, and \(P\) stays fixed as \(s\) varies.

## The gap at any \(s\), and its slope at zero

The gap of \(H+s\,v(P)\) is

\[
g(s)=2\sqrt{D^2\Big(1+\frac{sU}{2r}\Big)^2+t^2\Big(1+\frac{sV}{2r}\Big)^2},
\]

and its slope at \(s=0\) is

\[
g'(0)=\frac{UD^2+Vt^2}{r^2}=Up^2+V(1-p^2).
\]

At first order \(U\) is thus weighted by the squared polarity and \(V\) by the remainder. If \(D=0\) and \(t>0\), then \(g(s)=|2t+sV|\) for every \(s\), whatever the value of \(U\).

## One diagonalisation in a DFT+U+V code

A DFT+U+V code builds its correction potential from a given occupation matrix and then diagonalises. For a non-interacting bond of two orthonormal orbitals, \(g(1)\) is the gap which that single diagonalisation should return when the given matrix is \(P\). For \(t\neq0\) and \(V>0\) the comparison is sensitive to the sign of the off-diagonal potential and to the counting of pairs: an implementation that counts the intersite term twice has \(2V\) in place of \(V\).

## From the secular equation to the slope

**Levels.** The secular determinant is

\[
(-D-E)(D-E)-t^2=E^2-D^2-t^2=E^2-r^2,
\]

so the levels are \(\pm r\) and the uncorrected gap is \(2r\).

**Projector.** Since \(P\) is symmetric, \(P_{10}=P_{01}\). The entries of \(HP=-rP\) read

\[
tP_{01}=(r-D)P_{00},\quad tP_{11}=(r-D)P_{01},\quad tP_{00}=(r+D)P_{01},\quad tP_{01}=(r+D)P_{11}.
\]

The first and last give \((r-D)P_{00}=(r+D)P_{11}\). With \(P_{00}+P_{11}=1\) this becomes \(2rP_{00}=r+D\). Adding the second and third gives \(t=2rP_{01}\). Hence

\[
P_{00}=\tfrac12\Big(1+\frac Dr\Big),\qquad P_{01}=\frac{t}{2r},\qquad P_{11}=\tfrac12\Big(1-\frac Dr\Big).
\]

Conversely, this matrix is \(P=\tfrac12(1-H/r)\). Because \(H^2=r^2\) and \(H\) has trace zero, it satisfies \(P^2=P\), \(HP=-rP\) and \(\operatorname{tr}P=1\).

**Potential.** Let \(m\) be any real two-by-two matrix, a change of the occupation matrix, and replace \(n\) by \(n+sm\) in \(E_{UV}\), where \(s\) is here just a real parameter. The coefficient of \(s\) is

\[
\sum_i U(\tfrac12-n_{ii})m_{ii}-V(n_{01}m_{10}+n_{10}m_{01})=\operatorname{tr}\big(v(n)\,m\big),
\]

so \(v\) is the derivative of the energy.

**Corrected gap.** Inserting \(P\) gives

\[
v(P)=\frac1{2r}\begin{pmatrix}-UD&-Vt\\-Vt&UD\end{pmatrix}.
\]

Therefore \(H+s\,v(P)\) is again a bond Hamiltonian, with \(D\) replaced by \(D(1+sU/2r)\) and \(t\) by \(t(1+sV/2r)\). Its gap is \(g(s)\).

**Slope.** Write \(g=2\sqrt R\). Then \(R(0)=r^2\) and \(R'(0)=(UD^2+Vt^2)/r\), so

\[
g'(0)=\frac{R'(0)}{\sqrt{R(0)}}=\frac{UD^2+Vt^2}{r^2}.
\]

Since \(p=D/r\) and \(1-p^2=t^2/r^2\), the polarity form follows.

**Nonpolar bond.** For \(D=0\) and \(t>0\) we have \(r=t\), and \(g(s)=2\,|t(1+sV/2t)|=|2t+sV|\).

## Numbers for \(D=3\), \(t=4\)

Here \(r=5\), \(P_{00}=4/5\), \(P_{01}=2/5\), \(P_{11}=1/5\) and \(p=3/5\). Take \(U=4\), \(V=1\) and \(s=1\), all energies in the same unit. Then

\[
v(P)=\begin{pmatrix}-1.2&-0.4\\-0.4&1.2\end{pmatrix},\qquad
H+v(P)=\begin{pmatrix}-4.2&-4.4\\-4.4&4.2\end{pmatrix}.
\]

The gap is \(2\sqrt{17.64+19.36}=2\sqrt{37}\approx12.166\). The slope is \(4\cdot\tfrac9{25}+1\cdot\tfrac{16}{25}=2.08\), so the linear estimate from the uncorrected gap of 10 is 12.08.

## Lean source for the two-orbital bond

```lean
import Mathlib

open Matrix

namespace IntersiteV

noncomputable section

/-- Real two-by-two matrices, acting on the two orbitals of a bond. -/
abbrev M2 := Matrix (Fin 2) (Fin 2) ℝ

/-- The bond Hamiltonian with on-site energies `-D` and `D` and hopping `-t`. -/
def bond (D t : ℝ) : M2 := !![-D, -t; -t, D]

/-- The energy `r = √(D² + t²)`. -/
def halfGap (D t : ℝ) : ℝ := √(D ^ 2 + t ^ 2)

/-- The levels of a two-site Hamiltonian: the real roots of its secular determinant. -/
def levels (H : M2) : Set ℝ := {E | (H - E • (1 : M2)).det = 0}

/-- The gap of a symmetric two-site Hamiltonian: its highest level minus its lowest. -/
def gap (H : M2) : ℝ := sSup (levels H) - sInf (levels H)

/-- `P` is a symmetric projector of trace one onto states of energy `-r` of the bond. -/
def IsLowerProjector (D t : ℝ) (P : M2) : Prop :=
  Pᵀ = P ∧ P * P = P ∧ P.trace = 1 ∧ bond D t * P = (-halfGap D t) • P

/-- The Hubbard correction energy of one spin channel with occupation matrix `n`:
on-site `U` on both sites and intersite `V` between them. -/
def energyUV (U V : ℝ) (n : M2) : ℝ :=
  U / 2 * (n 0 0 * (1 - n 0 0) + n 1 1 * (1 - n 1 1)) - V * (n 0 1 * n 1 0)

/-- The `U` and `V` potentials at the occupation matrix `n`. -/
def potentialUV (U V : ℝ) (n : M2) : M2 :=
  !![U * (1 / 2 - n 0 0), -V * n 0 1; -V * n 1 0, U * (1 / 2 - n 1 1)]

/-- The potential is the derivative of the correction energy: a change `m` of the occupation
matrix changes the energy at first order by the trace of potential times `m`. -/
theorem hasDerivAt_energyUV (U V : ℝ) (n m : M2) :
    HasDerivAt (fun s : ℝ => energyUV U V (n + s • m))
      (potentialUV U V n * m).trace 0 := by
  -- the energy is a quadratic polynomial in s
  have hE : (fun s : ℝ => energyUV U V (n + s • m)) = fun s : ℝ =>
      energyUV U V n + s * (potentialUV U V n * m).trace +
        s ^ 2 * (-U / 2 * (m 0 0 ^ 2 + m 1 1 ^ 2) - V * (m 0 1 * m 1 0)) := by
    funext s
    simp only [energyUV, Matrix.trace_fin_two, Matrix.mul_apply, Fin.sum_univ_two]
    simp [potentialUV]
    ring
  rw [hE]
  have h := (((hasDerivAt_id' (0 : ℝ)).mul_const
    (potentialUV U V n * m).trace).const_add (energyUV U V n)).fun_add
    (((hasDerivAt_id' (0 : ℝ)).fun_pow 2).mul_const
      (-U / 2 * (m 0 0 ^ 2 + m 1 1 ^ 2) - V * (m 0 1 * m 1 0)))
  exact h.congr_deriv (by simp)

/-- The square of `r` is `D² + t²`. -/
theorem halfGap_sq (D t : ℝ) : halfGap D t ^ 2 = D ^ 2 + t ^ 2 :=
  Real.sq_sqrt (by positivity)

/-- The levels of the bond are `-r` and `r`. -/
theorem levels_bond (D t : ℝ) : levels (bond D t) = {-halfGap D t, halfGap D t} := by
  ext E
  have h := halfGap_sq D t
  have hdet : (bond D t - E • (1 : M2)).det = (E - halfGap D t) * (E + halfGap D t) := by
    rw [Matrix.det_fin_two]
    simp [bond]
    linear_combination h
  simp only [levels, Set.mem_ofPred_eq, hdet, mul_eq_zero, Set.mem_insert_iff,
    Set.mem_singleton_iff]
  constructor
  · rintro (h1 | h1)
    · right; linarith
    · left; linarith
  · rintro (h1 | h1)
    · right; linarith
    · left; linarith

/-- The gap of the bond is `2r`. -/
theorem gap_bond (D t : ℝ) : gap (bond D t) = 2 * halfGap D t := by
  have h0 : 0 ≤ halfGap D t := Real.sqrt_nonneg _
  have h : -halfGap D t ≤ halfGap D t := by linarith
  rw [gap, levels_bond, csSup_pair, csInf_pair, sup_eq_right.mpr h, inf_eq_left.mpr h]
  ring

/-- For `r > 0` there is exactly one lower projector `P`. Its entries are `P 0 0 = (1 + D/r)/2`,
`P 0 1 = P 1 0 = t/(2r)` and `P 1 1 = (1 - D/r)/2`. -/
theorem isLowerProjector_iff {D t : ℝ} {P : M2} (hr : 0 < halfGap D t) :
    IsLowerProjector D t P ↔
      P = !![(1 + D / halfGap D t) / 2, t / (2 * halfGap D t);
             t / (2 * halfGap D t), (1 - D / halfGap D t) / 2] := by
  have hr0 := hr.ne'
  have h := halfGap_sq D t
  constructor
  · rintro ⟨hs, -, htr, hH⟩
    have s : P 1 0 = P 0 1 := congrFun (congrFun hs 0) 1
    rw [Matrix.trace_fin_two] at htr
    -- the four entries of H P = -r P
    have e (i j : Fin 2) := congrFun (congrFun hH i) j
    have e00 := e 0 0
    have e01 := e 0 1
    have e10 := e 1 0
    have e11 := e 1 1
    simp [bond, Matrix.mul_apply, Fin.sum_univ_two] at e00 e01 e10 e11
    have ha : 2 * halfGap D t * P 0 0 = halfGap D t + D := by
      linear_combination e00 - e11 + t * s + (halfGap D t + D) * htr
    have hb : 2 * halfGap D t * P 0 1 = t := by
      linear_combination e01 + e10 + t * htr - (halfGap D t + D) * s
    have p00 : P 0 0 = (1 + D / halfGap D t) / 2 := by
      field_simp
      linarith
    have p01 : P 0 1 = t / (2 * halfGap D t) := by
      rw [eq_div_iff (by positivity)]
      linarith
    have p11 : P 1 1 = (1 - D / halfGap D t) / 2 := by linarith
    rw [Matrix.eta_fin_two P, s, p00, p01, p11]
  · intro hP
    have k1 : halfGap D t * (D / halfGap D t) = D := by field_simp
    have k2 : halfGap D t * (t / (2 * halfGap D t)) = t / 2 := by field_simp
    have k3 : D * (D / halfGap D t) + 2 * t * (t / (2 * halfGap D t)) = halfGap D t := by
      field_simp
      linarith
    have k4 : t * (D / halfGap D t) = 2 * D * (t / (2 * halfGap D t)) := by field_simp
    have k5 : (D / halfGap D t) ^ 2 + 4 * (t / (2 * halfGap D t)) ^ 2 = 1 := by
      field_simp
      linarith
    -- only these polynomial relations between the entries are needed
    generalize D / halfGap D t = c at hP k1 k3 k4 k5
    generalize t / (2 * halfGap D t) = q at hP k2 k3 k4 k5
    subst hP
    refine ⟨?_, ?_, ?_, ?_⟩
    · ext i j
      fin_cases i <;> fin_cases j <;> simp
    · ext i j
      fin_cases i <;> fin_cases j <;> simp [Matrix.mul_apply, Fin.sum_univ_two] <;> linarith
    · rw [Matrix.trace_fin_two]
      simp
      ring
    · ext i j
      fin_cases i <;> fin_cases j <;>
        simp [bond, Matrix.mul_apply, Fin.sum_univ_two] <;> linarith

/-- For `D = 3` and `t = 4` the lower projector has entries `4/5`, `2/5`, `2/5`, `1/5`. -/
theorem isLowerProjector_witness :
    IsLowerProjector 3 4 !![4 / 5, 2 / 5; 2 / 5, 1 / 5] := by
  have h : halfGap 3 4 = 5 := by
    rw [halfGap, show (3 : ℝ) ^ 2 + 4 ^ 2 = 5 ^ 2 by norm_num, Real.sqrt_sq (by norm_num)]
  rw [isLowerProjector_iff (by rw [h]; norm_num), h]
  norm_num

/-- For `r > 0`, adding `s` times the `U` and `V` potentials of the lower projector gives the
gap `2 √(D² (1 + sU/(2r))² + t² (1 + sV/(2r))²)`. -/
theorem gap_corrected {D t : ℝ} {P : M2} (hr : 0 < halfGap D t)
    (hP : IsLowerProjector D t P) (U V s : ℝ) :
    gap (bond D t + s • potentialUV U V P) =
      2 * √(D ^ 2 * (1 + s * U / (2 * halfGap D t)) ^ 2 +
        t ^ 2 * (1 + s * V / (2 * halfGap D t)) ^ 2) := by
  -- U rescales the level offset, V rescales the hopping
  have hH : bond D t + s • potentialUV U V P =
      bond (D * (1 + s * U / (2 * halfGap D t))) (t * (1 + s * V / (2 * halfGap D t))) := by
    rw [(isLowerProjector_iff hr).1 hP]
    ext i j
    fin_cases i <;> fin_cases j <;> simp [bond, potentialUV] <;> ring
  rw [hH, gap_bond, halfGap, mul_pow, mul_pow]

/-- For `r > 0` and the lower projector `P` held fixed, the gap of the bond plus `s` times the `U`
and `V` potentials of `P` has the derivative `(U D² + V t²)/r²` at `s = 0`. -/
theorem hasDerivAt_gap {D t : ℝ} {P : M2} (hr : 0 < halfGap D t)
    (hP : IsLowerProjector D t P) (U V : ℝ) :
    HasDerivAt (fun s : ℝ => gap (bond D t + s • potentialUV U V P))
      ((U * D ^ 2 + V * t ^ 2) / halfGap D t ^ 2) 0 := by
  have lin (W : ℝ) : HasDerivAt (fun s : ℝ => (1 + s * W / (2 * halfGap D t)) ^ 2)
      (W / halfGap D t) 0 := by
    have h := ((((hasDerivAt_id' (0 : ℝ)).mul_const W).div_const
      (2 * halfGap D t)).const_add 1).fun_pow 2
    refine h.congr_deriv ?_
    rw [show W / halfGap D t = 2 * (W / (2 * halfGap D t)) by ring]
    simp
  have hg := ((lin U).const_mul (D ^ 2)).fun_add ((lin V).const_mul (t ^ 2))
  -- at s = 0 the radicand is r²
  have h0 : D ^ 2 * (1 + 0 * U / (2 * halfGap D t)) ^ 2 +
      t ^ 2 * (1 + 0 * V / (2 * halfGap D t)) ^ 2 = halfGap D t ^ 2 := by
    rw [halfGap_sq]
    ring
  have hsq : √(D ^ 2 * (1 + 0 * U / (2 * halfGap D t)) ^ 2 +
      t ^ 2 * (1 + 0 * V / (2 * halfGap D t)) ^ 2) = halfGap D t := by
    rw [h0]
    exact Real.sqrt_sq hr.le
  have hs := (hg.sqrt (fun h => pow_ne_zero 2 hr.ne' (h0.symm.trans h))).const_mul 2
  rw [funext fun s => gap_corrected hr hP U V s]
  refine hs.congr_deriv ?_
  simp only [hsq]
  ring

/-- For `r > 0` and the lower projector `P` held fixed, with polarity `p = P 0 0 - P 1 1`, the gap
of the bond plus `s` times the `U` and `V` potentials of `P` has the derivative `U p² + V (1 - p²)`
at `s = 0`. -/
theorem hasDerivAt_gap_polarity {D t : ℝ} {P : M2} (hr : 0 < halfGap D t)
    (hP : IsLowerProjector D t P) (U V : ℝ) :
    HasDerivAt (fun s : ℝ => gap (bond D t + s • potentialUV U V P))
      (U * (P 0 0 - P 1 1) ^ 2 + V * (1 - (P 0 0 - P 1 1) ^ 2)) 0 := by
  refine (hasDerivAt_gap hr hP U V).congr_deriv ?_
  have hp : P 0 0 - P 1 1 = D / halfGap D t := by
    rw [(isLowerProjector_iff hr).1 hP]
    simp
    ring
  have e : t ^ 2 / halfGap D t ^ 2 = 1 - (D / halfGap D t) ^ 2 := by
    rw [eq_sub_iff_add_eq, div_pow, ← add_div, add_comm, ← halfGap_sq,
      div_self (pow_ne_zero 2 hr.ne')]
  rw [hp]
  linear_combination V * e

/-- For a nonpolar bond, `D = 0` and `t > 0`, adding `s` times the `U` and `V` potentials of the
lower projector gives the gap `|2t + sV|`, for all real `U`, `V` and `s`. -/
theorem gap_nonpolar {t : ℝ} {P : M2} (ht : 0 < t) (hP : IsLowerProjector 0 t P)
    (U V s : ℝ) : gap (bond 0 t + s • potentialUV U V P) = |2 * t + s * V| := by
  have hr : halfGap 0 t = t := by
    rw [halfGap, show (0 : ℝ) ^ 2 + t ^ 2 = t ^ 2 by ring, Real.sqrt_sq ht.le]
  have e : t * (s * V / (2 * t)) = s * V / 2 := by field_simp
  have h2 : (0 : ℝ) ^ 2 * (1 + s * U / (2 * t)) ^ 2 + t ^ 2 * (1 + s * V / (2 * t)) ^ 2 =
      ((2 * t + s * V) / 2) ^ 2 := by
    generalize s * V / (2 * t) = x at e ⊢
    linear_combination (t + t * x + (2 * t + s * V) / 2) * e
  rw [gap_corrected (by rw [hr]; exact ht) hP, hr, h2, Real.sqrt_sq_eq_abs, abs_div, abs_two]
  ring

end

end IntersiteV
```

```lean
#print axioms IntersiteV.hasDerivAt_energyUV
#print axioms IntersiteV.gap_bond
#print axioms IntersiteV.hasDerivAt_gap_polarity
#print axioms IntersiteV.gap_nonpolar
```

```
'IntersiteV.hasDerivAt_energyUV' depends on axioms: [propext, Classical.choice, Quot.sound]
'IntersiteV.gap_bond' depends on axioms: [propext, Classical.choice, Quot.sound]
'IntersiteV.hasDerivAt_gap_polarity' depends on axioms: [propext, Classical.choice, Quot.sound]
'IntersiteV.gap_nonpolar' depends on axioms: [propext, Classical.choice, Quot.sound]
```

## Frozen occupations, two orbitals: the theorems and their limits

**Objects.** `bond D t` is \(H\), `halfGap D t` is \(r\), and `potentialUV U V P` is \(v(P)\). Entries are numbered from 0 throughout, so \(P_{00}\) is `P 0 0`. `levels` is the set of real roots of the secular determinant, and `gap` is its supremum minus its infimum. `IsLowerProjector D t P` says that \(P\) is symmetric, idempotent, of trace one, and satisfies \(HP=-rP\). The entries of \(P\) are derived from these conditions in `isLowerProjector_iff`.

**Statements.** `gap_corrected` gives \(g(s)\) for all real \(U\), \(V\) and \(s\). `hasDerivAt_gap` and `hasDerivAt_gap_polarity` state that the gap is differentiable at \(s=0\) with the two forms of the slope. All three assume `0 < halfGap D t`, which excludes only \(D=t=0\), where the levels coincide and there is no unique lower state. The sign of \(t\) is free except in `gap_nonpolar`, which takes \(t>0\).

**Proofs.** `hasDerivAt_energyUV` writes the energy as a quadratic polynomial in \(s\) and differentiates it. `levels_bond` factors the determinant using `halfGap_sq`, and `gap_bond` subtracts the two roots. In `isLowerProjector_iff`, the forward direction extracts the four entries of \(HP=-rP\), and `linear_combination` performs the eliminations shown above; idempotence is not needed there. The converse checks the conditions entry by entry from a few polynomial relations between \(D/r\) and \(t/(2r)\).

In `gap_corrected`, the step `hH` is the rescaling of \(D\) and \(t\), after which `gap_bond` applies. In `hasDerivAt_gap`, `lin` differentiates each squared factor, and the chain rule for the square root applies because the radicand at \(s=0\) is \(r^2\neq0\). `hasDerivAt_gap_polarity` substitutes \(p=D/r\), and `gap_nonpolar` takes the square root of a perfect square, which produces the absolute value. `isLowerProjector_witness` confirms the projector used in the numerical example.

**Limits.** The model has one spin channel, two orthonormal orbitals and given values of \(U\) and \(V\). Overlapping orbitals, several orbitals per site and periodic solids are not treated, nor is the calculation of \(U\) and \(V\).

The occupations are frozen, so \(g(1)\) is not in general the gap of a converged self-consistent calculation. If \(H\) is held fixed and the self-consistent occupations vary smoothly from \(P\) as \(s\) grows, updating them in \(v\) affects the gap only from order \(s^2\) on. In a full DFT calculation \(H\) also depends on the density, and its response can change the gap already at order \(s\).

The gap is a difference of levels and keeps no record of which state was occupied. For a nonpolar bond with \(sV<-2t\), the effective hopping has changed sign, and the state described by \(P\) is then the upper one.
